# Angular average of the Yukawa kernel over a spherical shell

Take two points at distance 1 from the origin, with an angle θ between their directions, and put x = cos θ. Their distance D obeys D² = 2 − 2x, so x = 1 − D²/2 and dx = −D dD. As x runs from −1 to 1, D runs from 2 down to 0. For a screening constant m ≠ 0,

∫₋₁¹ exp(−mD)/D dx = ∫₀² exp(−mD) dD = (1 − exp(−2m))/m = 2 sinh(m) exp(−m)/m.

The factor D in dx cancels the 1/D of the kernel, and an elementary integral over distances remains. The integrand in x diverges like 1/√(2(1 − x)) at x = 1, where the two points meet, and the integral is finite all the same. For unequal radii r and s the relation becomes rs dx = −D dD, with D between |r − s| and r + s.

## Definitions

```lean
import Mathlib

open Real Set MeasureTheory

namespace YukawaShell

noncomputable section
```

A point at radius r and a point at radius s, with cosine x between their directions, are separated by

D(x) = √(r² + s² − 2rsx).

This is `sep r s x`. The law of cosines enters as the definition, with r, s and x real numbers; no vectors appear.

```lean
/-- Distance between two points at radii `r` and `s` whose directions enclose an angle
with cosine `x`. -/
def sep (r s x : ℝ) : ℝ := √(r ^ 2 + s ^ 2 - 2 * r * s * x)
```

The screened Coulomb (Yukawa) kernel at distance ρ is exp(−mρ)/ρ, for unit charges and with no factor 4π. For m > 0 the screening length is 1/m.

```lean
/-- The Yukawa (screened Coulomb) kernel `exp(-m ρ) / ρ` with screening constant `m`. -/
def yukawa (m ρ : ℝ) : ℝ := exp (-m * ρ) / ρ
```

A unit charge spread uniformly over a sphere of radius s gives, at a point at radius r, the average of the kernel over all directions. With the solid angle written as dx dφ, where φ is the azimuth about the line from the origin to the point, the φ integral gives 2π, the full sphere has 4π, and so

V(r, s) = ½ ∫₋₁¹ exp(−mD)/D dx.

This is `shellPotential m r s`. The reduction from the sphere to the single variable x is built into the definition and is not derived from a surface measure. The shell has zero thickness, and m is one constant throughout space.

```lean
/-- Angular average of the Yukawa kernel between a point at radius `r` and a sphere of
radius `s`: half the integral over the cosine of the angle. -/
def shellPotential (m r s : ℝ) : ℝ := (1 / 2) * ∫ x in (-1 : ℝ)..1, yukawa m (sep r s x)
```

Throughout, a = min(r, s) and b = max(r, s), so that ab = rs.

## (a) The squared distance is positive

Task. For r > 0, s > 0 and x < 1, show that r² + s² − 2rsx > 0.

Solution. Add and subtract 2rs:

r² + s² − 2rsx = (r − s)² + 2rs(1 − x).

The first term is nonnegative and the second is positive. Nothing requires r ≠ s, and no lower bound on x is needed.

In `radicand_pos`, `h1` is the positivity of rs(1 − x), and `nlinarith` combines it with `sq_nonneg (r - s)` in the way the identity shows.

```lean
/-- For positive radii the squared distance is positive whenever the cosine is below one. -/
theorem radicand_pos {r s x : ℝ} (hr : 0 < r) (hs : 0 < s) (hx : x < 1) :
    0 < r ^ 2 + s ^ 2 - 2 * r * s * x := by
  have h1 : 0 < r * s * (1 - x) := mul_pos (mul_pos hr hs) (sub_pos.mpr hx)
  nlinarith [sq_nonneg (r - s)]
```

## (b) The nearest and farthest distance

Task. For r, s > 0, show that D(1) = |r − s| and D(−1) = r + s.

Solution. At x = 1 the radicand is (r − s)², with root |r − s|. At x = −1 it is (r + s)², with root r + s because r + s is positive.

The two branches of `sep_endpoints` rewrite the radicand as a square. The first uses `Real.sqrt_sq_eq_abs`, the second `Real.sqrt_sq`, which asks for r + s ≥ 0.

```lean
/-- The distance is `|r - s|` for parallel and `r + s` for antiparallel directions. -/
theorem sep_endpoints {r s : ℝ} (hr : 0 < r) (hs : 0 < s) :
    sep r s 1 = |r - s| ∧ sep r s (-1) = r + s := by
  constructor
  · have h : r ^ 2 + s ^ 2 - 2 * r * s * 1 = (r - s) ^ 2 := by ring
    unfold sep
    rw [h, Real.sqrt_sq_eq_abs]
  · have h : r ^ 2 + s ^ 2 - 2 * r * s * (-1) = (r + s) ^ 2 := by ring
    unfold sep
    rw [h, Real.sqrt_sq (by positivity)]
```

## (c) The derivative of the distance

Task. For r, s > 0 and x < 1, show that D is differentiable at x with dD/dx = −rs/D.

Solution. The radicand u(x) = r² + s² − 2rsx has u′ = −2rs and is positive by (a). The chain rule gives

dD/dx = u′/(2√u) = −2rs/(2D) = −rs/D.

The statement `HasDerivAt (sep r s) (-(r * s) / sep r s x) x` says that the function x ↦ D(x) has this derivative at x. In the proof `h1` is u′, `h2` is the chain rule for the root through `h1.sqrt`, which needs u ≠ 0, and `field_simp` cancels the factor 2 using `hD`.

```lean
/-- For positive radii and cosine `x < 1`, the distance `D` changes with the cosine as `dD/dx = -r s / D`. -/
theorem hasDerivAt_sep {r s x : ℝ} (hr : 0 < r) (hs : 0 < s) (hx : x < 1) :
    HasDerivAt (sep r s) (-(r * s) / sep r s x) x := by
  have hp := radicand_pos hr hs hx
  have hD : sep r s x ≠ 0 := (Real.sqrt_pos.mpr hp).ne'
  have h1 : HasDerivAt (fun y : ℝ => r ^ 2 + s ^ 2 - 2 * r * s * y) (-(2 * r * s * 1)) x :=
    ((hasDerivAt_id' x).const_mul (2 * r * s)).const_sub (r ^ 2 + s ^ 2)
  have h2 : HasDerivAt (sep r s) (-(2 * r * s * 1) / (2 * sep r s x)) x := h1.sqrt hp.ne'
  refine h2.congr_deriv ?_
  field_simp
```

## (d) A general central kernel

Task. Let r, s > 0. Let F be continuous on [0, ∞) and differentiable for t > 0 with F′(t) = f(t) ≥ 0. Show that f(D)/D is integrable over x in [−1, 1] and that

∫₋₁¹ f(D)/D dx = (F(r + s) − F(|r − s|))/(rs).

Solution. Put G(x) = −F(D(x))/(rs). For −1 < x < 1 the distance is positive by (a), and (c) gives

G′(x) = −f(D) · (−rs/D)/(rs) = f(D)/D.

D is continuous and nonnegative on the closed interval, so G is continuous there, including at x = 1 when r = s and D(1) = 0. The derivative G′ is nonnegative. Hence G does not decrease. Since f is not assumed continuous, integrability of G′ needs an argument. Extend G by the constant G(1) to the right of 1. For positive integers k the difference quotients k(G(x + 1/k) − G(x)) are continuous and nonnegative, and they tend to G′(x) for −1 < x < 1. Their integrals over [−1, 1] equal G(1) minus the mean of G over [−1, −1 + 1/k], which is at most G(1) − G(−1). Fatou's lemma bounds the integral of G′ by the same number, so G′ is integrable. The fundamental theorem of calculus, for a function continuous on the closed interval and differentiable at every interior point with integrable derivative, and (b) then give

G(1) − G(−1) = (−F(|r − s|) + F(r + s))/(rs).

In the statement, `hc` is continuity on `Ici 0`, the half-line [0, ∞) with its end point, which is what the case r = s uses. The hypotheses `hF` and `hf` concern t > 0 only. `IntervalIntegrable ... volume (-1) 1` is Lebesgue integrability on the interval, and it is a conclusion, next to the value of the integral. The sign condition f ≥ 0 is assumed, and the proof uses it for integrability alone; kernels that change sign are not covered.

The proof writes G as `F (sep r s x) / (-(r * s))`. Its continuity on the closed interval is `hcont`, and its derivative on the open interval is `hder`, obtained by composing `hF` with `hasDerivAt_sep`. The step `hint` applies `intervalIntegral.integrableOn_deriv_of_nonneg`, which states that a function continuous on a closed interval with a nonnegative derivative inside it has an integrable derivative. The lemma `intervalIntegral.integral_eq_sub_of_hasDerivAt_of_le` is the fundamental theorem in the form that needs the derivative only inside the interval, and `sep_endpoints` supplies the two boundary values.

```lean
/-- For positive radii and a central kernel `f(D)/D` with `f ≥ 0` and `F' = f` on `(0, ∞)`,
`F` continuous on `[0, ∞)`, the kernel is
integrable over the cosine and its integral is `(F(r + s) - F(|r - s|)) / (r s)`. -/
theorem central_kernel_integral {r s : ℝ} (hr : 0 < r) (hs : 0 < s) (F f : ℝ → ℝ)
    (hc : ContinuousOn F (Ici 0)) (hF : ∀ t, 0 < t → HasDerivAt F (f t) t)
    (hf : ∀ t, 0 < t → 0 ≤ f t) :
    IntervalIntegrable (fun x => f (sep r s x) / sep r s x) volume (-1) 1 ∧
      ∫ x in (-1 : ℝ)..1, f (sep r s x) / sep r s x = (F (r + s) - F |r - s|) / (r * s) := by
  have hle : (-1 : ℝ) ≤ 1 := by norm_num
  have hr' := hr.ne'
  have hs' := hs.ne'
  have hpos : ∀ x ∈ Ioo (-1 : ℝ) 1, 0 < sep r s x := fun x hx =>
    Real.sqrt_pos.mpr (radicand_pos hr hs hx.2)
  have hsep : Continuous (sep r s) := by
    unfold sep
    fun_prop
  -- the antiderivative -F(D)/(r s) is continuous up to the end points
  have hcont : ContinuousOn (fun x => F (sep r s x) / (-(r * s))) (Icc (-1 : ℝ) 1) :=
    (hc.comp hsep.continuousOn (fun x _ => Real.sqrt_nonneg _)).div_const _
  have hder : ∀ x ∈ Ioo (-1 : ℝ) 1,
      HasDerivAt (fun x => F (sep r s x) / (-(r * s))) (f (sep r s x) / sep r s x) x := by
    intro x hx
    have hD := (hpos x hx).ne'
    have h : HasDerivAt (fun x => F (sep r s x) / (-(r * s)))
        (f (sep r s x) * (-(r * s) / sep r s x) / (-(r * s))) x :=
      ((hF _ (hpos x hx)).comp x (hasDerivAt_sep hr hs hx.2)).div_const (-(r * s))
    refine h.congr_deriv ?_
    field_simp
  -- a nonnegative derivative of a continuous function is integrable
  have hint : IntervalIntegrable (fun x => f (sep r s x) / sep r s x) volume (-1) 1 := by
    rw [intervalIntegrable_iff_integrableOn_Ioc_of_le hle]
    exact intervalIntegral.integrableOn_deriv_of_nonneg hcont hder
      (fun x hx => div_nonneg (hf _ (hpos x hx)) (hpos x hx).le)
  refine ⟨hint, ?_⟩
  rw [intervalIntegral.integral_eq_sub_of_hasDerivAt_of_le hle hcont hder hint]
  simp only [(sep_endpoints hr hs).1, (sep_endpoints hr hs).2]
  field_simp
  ring
```

## (e) The Yukawa integral

Task. For m ≠ 0 and r, s > 0, show that exp(−mD)/D is integrable over [−1, 1] and that

∫₋₁¹ exp(−mD)/D dx = 2 sinh(ma) exp(−mb)/(m r s).

Solution. Take f(t) = exp(−mt) and F(t) = −exp(−mt)/m. Then F′ = f for all t, F is continuous, and f is positive for either sign of m. Part (d) gives integrability and

∫₋₁¹ exp(−mD)/D dx = (exp(−m|r − s|) − exp(−m(r + s)))/(m r s).

Since r + s = b + a and |r − s| = b − a,

exp(−m|r − s|) − exp(−m(r + s)) = exp(−mb) (exp(ma) − exp(−ma)) = 2 exp(−mb) sinh(ma).

As a numerical instance take m = 1, r = 1, s = 2. The distance runs from 1 to 3, and the integral is

(exp(−1) − exp(−3))/2 = (0.36788 − 0.04979)/2 = 0.15905.

The closed form gives 2 sinh(1) exp(−2)/2 = 1.17520 × 0.13534 = 0.15905.

The theorem `yukawa_shell_integral` has no hypothesis r ≠ s. When r = s the kernel at x = 1 is 1/0, which Lean sets to 0, and a value at a single point affects neither integrability nor the integral. The hypothesis `hm` excludes m = 0, where F and the closed form divide by m; it admits negative m, for which the kernel carries a growing exponential and does not describe screening. Both radii are strictly positive, so a point at the centre is excluded.

In the proof `hF` is F′ = f, and `central_kernel_integral` returns `h1` and `h2`, which match the goal because `yukawa m ρ` unfolds to f(ρ)/ρ. The identities `e1` and `e2` express r + s and |r − s| through b and a, by cases on r ≤ s or s ≤ r. Then `f1` and `f2` split off exp(−mb), `Real.sinh_eq` writes sinh as half the difference of exponentials, and after the three exponentials are renamed A, B, C the goal is an identity of rational functions.

```lean
/-- Yukawa shell integral: for `m ≠ 0` and positive radii, equal or not, `exp(-m D)/D` is integrable over
the cosine, with integral `2 sinh(m min(r,s)) exp(-m max(r,s)) / (m r s)`. -/
theorem yukawa_shell_integral {m r s : ℝ} (hm : m ≠ 0) (hr : 0 < r) (hs : 0 < s) :
    IntervalIntegrable (fun x => yukawa m (sep r s x)) volume (-1) 1 ∧
      ∫ x in (-1 : ℝ)..1, yukawa m (sep r s x)
        = 2 * sinh (m * min r s) * exp (-m * max r s) / (m * r * s) := by
  have hr' := hr.ne'
  have hs' := hs.ne'
  have hF : ∀ t, HasDerivAt (fun t => exp (-m * t) / (-m)) (exp (-m * t)) t := by
    intro t
    have h : HasDerivAt (fun t => exp (-m * t) / (-m)) (exp (-m * t) * (-m * 1) / (-m)) t :=
      ((hasDerivAt_id' t).const_mul (-m)).exp.div_const (-m)
    refine h.congr_deriv ?_
    field_simp
  obtain ⟨h1, h2⟩ := central_kernel_integral hr hs (fun t => exp (-m * t) / (-m))
    (fun t => exp (-m * t)) (fun t _ => (hF t).continuousAt.continuousWithinAt)
    (fun t _ => hF t) (fun t _ => (exp_pos _).le)
  refine ⟨h1, h2.trans ?_⟩
  -- farthest and nearest distance in terms of the larger and smaller radius
  have e1 : r + s = max r s + min r s := by
    rcases le_total r s with h | h
    · rw [max_eq_right h, min_eq_left h]; ring
    · rw [max_eq_left h, min_eq_right h]
  have e2 : |r - s| = max r s - min r s := by
    rcases le_total r s with h | h
    · rw [max_eq_right h, min_eq_left h, abs_of_nonpos (sub_nonpos.mpr h)]; ring
    · rw [max_eq_left h, min_eq_right h, abs_of_nonneg (sub_nonneg.mpr h)]
  have f1 : exp (-m * (r + s)) = exp (-m * max r s) * exp (-(m * min r s)) := by
    rw [e1, ← exp_add]; congr 1; ring
  have f2 : exp (-m * |r - s|) = exp (-m * max r s) * exp (m * min r s) := by
    rw [e2, ← exp_add]; congr 1; ring
  simp only [f1, f2, Real.sinh_eq]
  generalize exp (-m * max r s) = A
  generalize exp (-(m * min r s)) = B
  generalize exp (m * min r s) = C
  field_simp
  ring
```

## (f) Point kernel times form factor

Task. For m ≠ 0 and r, s > 0, show that

V(r, s) = (exp(−mb)/b) · sinh(ma)/(ma).

Solution. Half of the result of (e) is sinh(ma) exp(−mb)/(m r s), and rs = ab.

For r > s the point lies outside the shell: V is the potential exp(−mr)/r of a unit charge at the centre, multiplied by sinh(ms)/(ms), which does not depend on r. For r < s the point lies inside: V = (exp(−ms)/s) · sinh(mr)/(mr), which varies with r. The expression is symmetric under exchange of r and s. For m = 1, r = 1, s = 2 it is 0.067668 × 1.17520 = 0.07952, half of the integral in (e).

The proof of `shellPotential_eq` substitutes the value from (e), replaces `max` and `min` by s and r or by r and s in the two orderings, and clears denominators.

```lean
/-- For `m ≠ 0` and positive radii, the shell potential is the Yukawa kernel at the larger radius times the form factor
`sinh(m a)/(m a)` of the smaller radius `a`. -/
theorem shellPotential_eq {m r s : ℝ} (hm : m ≠ 0) (hr : 0 < r) (hs : 0 < s) :
    shellPotential m r s = yukawa m (max r s) * (sinh (m * min r s) / (m * min r s)) := by
  have hr' := hr.ne'
  have hs' := hs.ne'
  unfold shellPotential
  rw [(yukawa_shell_integral hm hr hs).2]
  unfold yukawa
  rcases le_total r s with h | h
  · rw [max_eq_right h, min_eq_left h]; field_simp
  · rw [max_eq_left h, min_eq_right h]; field_simp
```

## (g) Bounds for positive screening

Task. For m > 0 and r, s > 0, show that

exp(−mb)/b < V(r, s) < 1/b.

Solution. Put y = ma > 0. For the lower bound, sinh y > y, so the form factor in (f) exceeds 1, and it multiplies the positive number exp(−mb)/b. For the upper bound, a ≤ b gives exp(−mb) ≤ exp(−y). Next,

exp(−y) sinh y = (1 − exp(−2y))/2,

and exp(−2y) > 1 − 2y because exp(z) > 1 + z for z ≠ 0. Hence exp(−y) sinh y < y, and since sinh y > 0,

exp(−mb) sinh y ≤ exp(−y) sinh y < y.

Division by y and by b gives V < 1/b.

For m = 1, r = 1, s = 2 the chain reads 0.06767 < 0.07952 < 0.5. For m = r = s = 1, the case at the top, V = (1 − exp(−2))/2 = 0.43233 lies between exp(−1) = 0.36788 and 1.

The upper bound enters the theorem as the number `1 / max r s`. It is also the unscreened average: the formula of (d) with F(t) = t and f = 1 gives ½ (r + s − |r − s|)/(rs) = a/(ab) = 1/b, the potential of Newton's shell theorem, constant inside the shell.

In `shellPotential_bounds` the two `generalize` steps introduce a and b, keeping only `ha` and `hab`. The inequality sinh y > y is `hsinh`, from `Real.self_lt_sinh_iff`. In the second branch `h1` compares the exponentials, `h4` is exp(−2y) > 1 − 2y from `Real.add_one_lt_exp`, `h2` and `h3` give the products that `nlinarith` needs for `h5`, which is exp(−y) sinh y < y, and `h6` with the `calc` block performs the last comparison and the two divisions.

```lean
/-- For positive screening constant the shell potential lies strictly between the Yukawa
kernel at the larger radius and the inverse of the larger radius. -/
theorem shellPotential_bounds {m r s : ℝ} (hm : 0 < m) (hr : 0 < r) (hs : 0 < s) :
    yukawa m (max r s) < shellPotential m r s ∧ shellPotential m r s < 1 / max r s := by
  rw [shellPotential_eq hm.ne' hr hs]
  have ha : 0 < min r s := lt_min hr hs
  have hab : min r s ≤ max r s := min_le_max
  generalize min r s = a at *
  generalize max r s = b at *
  have hb : 0 < b := lt_of_lt_of_le ha hab
  have hy : 0 < m * a := mul_pos hm ha
  have hsinh : m * a < sinh (m * a) := Real.self_lt_sinh_iff.mpr hy
  unfold yukawa
  constructor
  · have h1 : 1 < sinh (m * a) / (m * a) := (one_lt_div hy).mpr hsinh
    exact lt_mul_of_one_lt_right (div_pos (exp_pos _) hb) h1
  · have h1 : exp (-m * b) ≤ exp (-(m * a)) := by
      apply Real.exp_le_exp.mpr
      nlinarith [mul_le_mul_of_nonneg_left hab hm.le]
    -- exp(-y) sinh y = (1 - exp(-2y))/2 < y
    have h2 : exp (-(m * a)) * exp (m * a) = 1 := by rw [← exp_add]; simp
    have h3 : exp (-(m * a)) * exp (-(m * a)) = exp (-(m * a) + -(m * a)) := by
      rw [exp_add]
    have h4 : -(m * a) + -(m * a) + 1 < exp (-(m * a) + -(m * a)) :=
      Real.add_one_lt_exp (by linarith)
    have h5 : exp (-(m * a)) * sinh (m * a) < m * a := by
      rw [Real.sinh_eq]
      nlinarith
    have h6 : exp (-m * b) * sinh (m * a) < m * a :=
      lt_of_le_of_lt (mul_le_mul_of_nonneg_right h1 (hy.trans hsinh).le) h5
    calc exp (-m * b) / b * (sinh (m * a) / (m * a))
        = exp (-m * b) * sinh (m * a) / (m * a) / b := by ring
      _ < 1 / b := div_lt_div_of_pos_right ((div_lt_one hy).mpr h6) hb

end

end YukawaShell
```

```lean
#print axioms YukawaShell.yukawa_shell_integral
-- 'YukawaShell.yukawa_shell_integral' depends on axioms: [propext, Classical.choice, Quot.sound]
#print axioms YukawaShell.shellPotential_bounds
-- 'YukawaShell.shellPotential_bounds' depends on axioms: [propext, Classical.choice, Quot.sound]
```

## Use in a radial calculation

In an atomic or plasma model with a spherically symmetric density n(s) and a single fixed screening constant m > 0, V(r, s) is the kernel that turns the three-dimensional integral for the screened potential U(r) into a radial one; it is the spherically symmetric term alone, and densities with angular dependence need further terms. Summing shells of charge 4π s² n(s) ds and splitting the range at s = r gives

U(r) = (4π/(m r)) [ exp(−mr) ∫₀ʳ s n(s) sinh(ms) ds + sinh(mr) ∫ᵣ^∞ s n(s) exp(−ms) ds ].

On a radial grid the first integral is a running sum outward and the second a running sum inward. At s = r the kernel is finite and continuous, but its slope in s jumps, so a high-order quadrature should not run across that point; the split at s = r respects this. In floating point the sinh factors can overflow for large arguments, in the running sums as in the kernel itself, although the product sinh(ma) exp(−mb) stays below 1/2. For the kernel, the equivalent form

V = exp(−m(b − a)) (1 − exp(−2ma))/(2 m a b)

has no growing exponential, and for small ma the bracket can be computed as −expm1(−2ma), with expm1(z) = exp(z) − 1, to avoid cancellation. Lean has checked neither the sum over shells nor this rearrangement, nor the Coulomb reading of 1/b in (g).
